# Fano parameters with s > 0 and q ≠ 0 correspond one-to-one to Shore amplitudes with a ≠ 0

Once the position and width of an isolated resonance are fixed, its spectrum can be fitted by linear least squares in the Shore form c + (aε + b)/(1 + ε²), where ε is the energy from the resonance in half-widths, c is a constant background, and a and b are amplitudes. The next step is to convert a and b into the strength s and asymmetry q of a Fano profile, and for a ≠ 0 the theorems below give exactly one pair with s > 0.

```lean
import Mathlib

open Filter

namespace FanoShore

noncomputable section

/-- The Fano profile at reduced energy `ε`, with strength `s`, asymmetry `q` and a
non-interacting background `t`. -/
def fanoProfile (s q t ε : ℝ) : ℝ := s * (q + ε) ^ 2 / (1 + ε ^ 2) + t

/-- The Shore profile at reduced energy `ε`, with constant background `c`, dispersive
amplitude `a` and absorptive amplitude `b`. -/
def shoreProfile (c a b ε : ℝ) : ℝ := c + (a * ε + b) / (1 + ε ^ 2)

/-- The map from Fano parameters `(s, q)` to Shore parameters `(2qs, s(q² - 1))`. -/
def toShore (p : ℝ × ℝ) : ℝ × ℝ := (2 * p.2 * p.1, p.1 * (p.2 ^ 2 - 1))

/-- The length `R = √(a² + b²)` of the pair of Shore parameters `(a, b)`. -/
def shoreRadius (p : ℝ × ℝ) : ℝ := √(p.1 ^ 2 + p.2 ^ 2)

/-- The Fano parameters `((R - b)/2, (R + b)/a)` recovered from Shore parameters `(a, b)`,
for `a ≠ 0`. -/
def ofShore (p : ℝ × ℝ) : ℝ × ℝ :=
  ((shoreRadius p - p.2) / 2, (shoreRadius p + p.2) / p.1)

/-- The matrix of partial derivatives of `(a, b)` with respect to `(s, q)`. -/
def shoreJacobian (p : ℝ × ℝ) : Matrix (Fin 2) (Fin 2) ℝ :=
  !![2 * p.2, 2 * p.1; p.2 ^ 2 - 1, 2 * p.2 * p.1]

/-- The partial derivative of the recovered asymmetry `q` with respect to `a` at fixed `b`,
for `a ≠ 0`. -/
def asymmetrySlope (p : ℝ × ℝ) : ℝ := deriv (fun x => (ofShore (x, p.2)).2) p.1

/-- A Fano profile is the Shore profile with background `s + t` and the amplitudes
given by `toShore`. -/
theorem fanoProfile_eq_shoreProfile (s q t ε : ℝ) :
    fanoProfile s q t ε =
      shoreProfile (s + t) (toShore (s, q)).1 (toShore (s, q)).2 ε := by
  have h : 1 + ε ^ 2 ≠ 0 := by positivity
  simp only [fanoProfile, shoreProfile, toShore]
  field_simp
  ring

/-- For `s ≥ 0`, the Shore radius in Fano parameters is `R = s(1 + q²)`. -/
theorem shoreRadius_toShore {s : ℝ} (hs : 0 ≤ s) (q : ℝ) :
    shoreRadius (toShore (s, q)) = s * (1 + q ^ 2) := by
  change √((2 * q * s) ^ 2 + (s * (q ^ 2 - 1)) ^ 2) = _
  have h : (2 * q * s) ^ 2 + (s * (q ^ 2 - 1)) ^ 2 = (s * (1 + q ^ 2)) ^ 2 := by ring
  rw [h, Real.sqrt_sq (by positivity)]

/-- When the dispersive amplitude is non-zero, `|b|` is strictly smaller than `R`. -/
theorem abs_lt_shoreRadius {a : ℝ} (ha : a ≠ 0) (b : ℝ) : |b| < shoreRadius (a, b) := by
  change |b| < √(a ^ 2 + b ^ 2)
  apply Real.lt_sqrt_of_sq_lt
  rw [sq_abs]
  have h : 0 < a ^ 2 := by positivity
  linarith

/-- Fano parameters with `s > 0` and `q ≠ 0` are recovered exactly from the Shore parameters they
produce. -/
theorem ofShore_toShore {s q : ℝ} (hs : 0 < s) (hq : q ≠ 0) :
    ofShore (toShore (s, q)) = (s, q) := by
  have hR := shoreRadius_toShore hs.le q
  apply Prod.ext
  · change (shoreRadius (toShore (s, q)) - s * (q ^ 2 - 1)) / 2 = s
    rw [hR]
    ring
  · change (shoreRadius (toShore (s, q)) + s * (q ^ 2 - 1)) / (2 * q * s) = q
    rw [hR, div_eq_iff (mul_ne_zero (mul_ne_zero two_ne_zero hq) hs.ne')]
    ring

/-- Shore parameters with `a ≠ 0` are reproduced by the Fano parameters recovered from them. -/
theorem toShore_ofShore {a : ℝ} (ha : a ≠ 0) (b : ℝ) :
    toShore (ofShore (a, b)) = (a, b) := by
  have hR : shoreRadius (a, b) ^ 2 = a ^ 2 + b ^ 2 :=
    Real.sq_sqrt (by positivity)
  obtain ⟨R, hRdef⟩ : ∃ R, R = shoreRadius (a, b) := ⟨_, rfl⟩
  obtain ⟨q, hqdef⟩ : ∃ q, q = (shoreRadius (a, b) + b) / a := ⟨_, rfl⟩
  have hq : q * a = R + b := by rw [hqdef, hRdef, div_mul_cancel₀ _ ha]
  rw [← hRdef] at hR
  -- the product of the two recovered parameters gives back `a`
  have h1 : 2 * q * ((R - b) / 2) = a := by
    apply mul_right_cancel₀ ha
    linear_combination (R - b) * hq + hR
  apply Prod.ext
  · change 2 * ((shoreRadius (a, b) + b) / a) * ((shoreRadius (a, b) - b) / 2) = a
    rw [← hqdef, ← hRdef]
    exact h1
  · change (shoreRadius (a, b) - b) / 2 * (((shoreRadius (a, b) + b) / a) ^ 2 - 1) = b
    rw [← hqdef, ← hRdef]
    linear_combination (q / 2) * h1 + (1 / 2) * hq

/-- The map `(s, q) ↦ (a, b)` is a bijection from `s > 0`, `q ≠ 0` onto `a ≠ 0`, with
inverse `s = (R - b)/2`, `q = (R + b)/a`. -/
theorem toShore_bijOn :
    Set.BijOn toShore {p | 0 < p.1 ∧ p.2 ≠ 0} {p | p.1 ≠ 0} ∧
      Set.InvOn ofShore toShore {p | 0 < p.1 ∧ p.2 ≠ 0} {p | p.1 ≠ 0} := by
  have hinv : Set.InvOn ofShore toShore {p | 0 < p.1 ∧ p.2 ≠ 0} {p | p.1 ≠ 0} := by
    constructor
    · rintro ⟨s, q⟩ ⟨hs, hq⟩
      exact ofShore_toShore hs hq
    · rintro ⟨a, b⟩ ha
      exact toShore_ofShore ha b
  refine ⟨hinv.bijOn ?_ ?_, hinv⟩
  · rintro ⟨s, q⟩ ⟨hs, hq⟩
    exact mul_ne_zero (mul_ne_zero two_ne_zero hq) (ne_of_gt hs)
  · rintro ⟨a, b⟩ ha
    -- `-R < b < R` makes both recovered parameters admissible
    have h := abs_lt.1 (abs_lt_shoreRadius ha b)
    constructor
    · change 0 < (shoreRadius (a, b) - b) / 2
      linarith [h.2]
    · exact div_ne_zero (ne_of_gt (by linarith [h.1])) ha

/-- The derivative of `(s, q) ↦ (a, b)` is given by `shoreJacobian`, whose determinant is
`2s(1 + q²)`. -/
theorem toShore_jacobian (p : ℝ × ℝ) :
    HasFDerivAt toShore (LinearMap.toContinuousLinearMap
      (Matrix.toLin (Module.Basis.finTwoProd ℝ) (Module.Basis.finTwoProd ℝ)
        (shoreJacobian p))) p ∧
      (shoreJacobian p).det = 2 * p.1 * (1 + p.2 ^ 2) := by
  constructor
  · have hf : toShore = fun x : ℝ × ℝ => (2 * x.2 * x.1, x.1 * (x.2 * x.2 - 1)) := by
      funext x
      simp only [toShore, pow_two]
    have h1 : HasFDerivAt (fun x : ℝ × ℝ => x.1) (ContinuousLinearMap.fst ℝ ℝ ℝ) p :=
      hasFDerivAt_fst
    have h2 : HasFDerivAt (fun x : ℝ × ℝ => x.2) (ContinuousLinearMap.snd ℝ ℝ ℝ) p :=
      hasFDerivAt_snd
    rw [hf]
    refine (((h2.const_mul 2).mul h1).prodMk
      (h1.mul ((h2.mul h2).sub_const 1))).congr_fderiv ?_
    unfold shoreJacobian
    rw [Matrix.toLin_finTwoProd_toContinuousLinearMap]
    apply ContinuousLinearMap.ext
    intro v
    apply Prod.ext <;> simp <;> ring
  · rw [shoreJacobian, Matrix.det_fin_two_of]
    ring

/-- At fixed `b` and for `a ≠ 0`, the recovered asymmetry `q` has derivative `(1 - q²)/(2R)` in `a`.
-/
theorem hasDerivAt_asymmetry {a : ℝ} (ha : a ≠ 0) (b : ℝ) :
    HasDerivAt (fun x => (ofShore (x, b)).2)
      ((1 - (ofShore (a, b)).2 ^ 2) / (2 * shoreRadius (a, b))) a := by
  have hpos : 0 < a ^ 2 + b ^ 2 := by positivity
  have h0 : HasDerivAt (fun x : ℝ => x ^ 2 + b ^ 2) (2 * a) a := by
    simpa using (hasDerivAt_pow 2 a).add_const (b ^ 2)
  have h1 := ((h0.sqrt hpos.ne').add_const b).fun_div (hasDerivAt_id' a) ha
  refine h1.congr_deriv ?_
  change (2 * a / (2 * √(a ^ 2 + b ^ 2)) * a - (√(a ^ 2 + b ^ 2) + b) * 1) / a ^ 2 =
    (1 - ((√(a ^ 2 + b ^ 2) + b) / a) ^ 2) / (2 * √(a ^ 2 + b ^ 2))
  have hR : √(a ^ 2 + b ^ 2) ^ 2 = a ^ 2 + b ^ 2 := Real.sq_sqrt hpos.le
  have hR0 : √(a ^ 2 + b ^ 2) ≠ 0 := (Real.sqrt_pos.2 hpos).ne'
  generalize √(a ^ 2 + b ^ 2) = R at hR hR0 ⊢
  field_simp
  nlinarith [hR]

/-- For `a ≠ 0`, the scaled sensitivity of the asymmetry is `R ∂q/∂a = (1 - q²)/2`. -/
theorem shoreRadius_mul_asymmetrySlope {p : ℝ × ℝ} (hp : p.1 ≠ 0) :
    shoreRadius p * asymmetrySlope p = (1 - (ofShore p).2 ^ 2) / 2 := by
  obtain ⟨a, b⟩ := p
  have hR : shoreRadius (a, b) ≠ 0 :=
    ne_of_gt ((abs_nonneg b).trans_lt (abs_lt_shoreRadius hp b))
  change shoreRadius (a, b) * deriv (fun x => (ofShore (x, b)).2) a = _
  rw [(hasDerivAt_asymmetry hp b).deriv]
  field_simp

/-- At fixed strength `s > 0`, the scaled sensitivity `R ∂q/∂a` tends to `-∞` as
`q → +∞`. -/
theorem tendsto_scaled_sensitivity {s : ℝ} (hs : 0 < s) :
    Tendsto (fun q => shoreRadius (toShore (s, q)) * asymmetrySlope (toShore (s, q)))
      atTop atBot := by
  rw [tendsto_atBot]
  intro M
  filter_upwards [eventually_ge_atTop (1 + 2 * |M|)] with q hq
  have hM := abs_nonneg M
  have hq0 : q ≠ 0 := ne_of_gt (by linarith)
  have ha : (toShore (s, q)).1 ≠ 0 := mul_ne_zero (mul_ne_zero two_ne_zero hq0) hs.ne'
  have h := shoreRadius_mul_asymmetrySlope ha
  rw [ofShore_toShore hs hq0] at h
  rw [h]
  -- for `q ≥ 1` the square dominates `q` itself
  have hsq : q ≤ q ^ 2 := by nlinarith
  change (1 - q ^ 2) / 2 ≤ M
  linarith [neg_abs_le M]

end

end FanoShore
```

```lean
#print axioms FanoShore.fanoProfile_eq_shoreProfile
#print axioms FanoShore.toShore_bijOn
#print axioms FanoShore.toShore_jacobian
#print axioms FanoShore.tendsto_scaled_sensitivity
```

```
'FanoShore.fanoProfile_eq_shoreProfile' depends on axioms: [propext, Classical.choice, Quot.sound]
'FanoShore.toShore_bijOn' depends on axioms: [propext, Classical.choice, Quot.sound]
'FanoShore.toShore_jacobian' depends on axioms: [propext, Classical.choice, Quot.sound]
'FanoShore.tendsto_scaled_sensitivity' depends on axioms: [propext, Classical.choice, Quot.sound]
```

## Two forms of one line shape

The Fano profile is s(q + ε)²/(1 + ε²) + t. Here s measures the part of the continuum that interacts with the discrete state, and t is the background from the part that does not. Expanding the numerator gives

s(q + ε)² = s(1 + ε²) + 2qsε + s(q² − 1).

Division by 1 + ε² then gives the Shore form with

c = s + t, a = 2qs, b = s(q² − 1).

This is `fanoProfile_eq_shoreProfile`, valid for all real s, q, t and ε. The proof clears the non-zero denominator with `field_simp`, and `ring` compares the polynomials.

The conversion applies to photoionisation cross sections within the model of a single isolated resonance with constant s, q and t. In a measured spectrum, instrumental broadening must be negligible, removed beforehand or included in the fit, since it alters the line shape.

## What the Lean statements say

The map `toShore` takes a pair (s, q) to (a, b), and `ofShore` takes (a, b) to

s = (R − b)/2, q = (R + b)/a, with R = √(a² + b²).

In `toShore_bijOn`, `Set.BijOn` says that `toShore` is a bijection from the set s > 0, q ≠ 0 onto the set a ≠ 0. `Set.InvOn` says that `ofShore` undoes it in both directions on these sets.

The condition s > 0 expresses that s is the strength of a cross section. It also selects a root: for a ≠ 0 the same amplitudes arise from s = −(R + b)/2, q = (b − R)/a, where s is negative. The condition q ≠ 0 leaves out the symmetric window resonance, for which a = 0.

The background is not part of the bijection. It follows from the fit as t = c − s, and nothing here ensures that this is non-negative. The resonance position and width enter only through ε and are taken as known.

## Recovering s and q

Start from (s, q) with s > 0 and q ≠ 0. Then

a² + b² = 4q²s² + s²(q² − 1)² = s²(1 + q²)²,

so R = s(1 + q²), which is `shoreRadius_toShore`. Therefore

R − b = 2s, R + b = 2sq², (R + b)/a = 2sq²/(2qs) = q.

`ofShore_toShore` carries out these substitutions, using q ≠ 0 and s > 0 to divide by 2qs.

Now start from (a, b) with a ≠ 0. Since R² = a² + b² > b², we have |b| < R (`abs_lt_shoreRadius`). Both R − b and R + b are therefore positive, so the recovered s is positive and the recovered q is non-zero. These values reproduce the amplitudes:

2qs = (R + b)(R − b)/a = a²/a = a,

s(q² − 1) = q(qs) − s = qa/2 − s = (R + b)/2 − (R − b)/2 = b.

In `toShore_ofShore`, the first line is `h1`, obtained by cancelling a factor a, and the last `linear_combination` is the second line. `toShore_bijOn` combines the two inverse identities with the checks that each map lands in the right set.

## The Jacobian

With rows a, b and columns s, q, the partial derivatives are

∂a/∂s = 2q, ∂a/∂q = 2s,

∂b/∂s = q² − 1, ∂b/∂q = 2qs.

The determinant is 4q²s − 2s(q² − 1) = 2s(1 + q²), which is positive whenever s > 0.

`toShore_jacobian` states more than the determinant formula: `HasFDerivAt` says that this matrix, read in the standard basis, is the full derivative of `toShore` at every real pair. The proof applies the product rule to each component and compares the result with the matrix.

## How the recovered q responds to a

Hold b fixed. Since ∂R/∂a = a/R, the quotient rule gives

∂q/∂a = 1/R − (R + b)/a² = 1/R − 1/(R − b),

where the last step uses a² = (R + b)(R − b). The same identity gives q² = (R + b)/(R − b), hence 1 + q² = 2R/(R − b), and so

∂q/∂a = 1/R − (1 + q²)/(2R) = (1 − q²)/(2R).

`hasDerivAt_asymmetry` proves this by the quotient rule, then replaces the square root by a symbol R with R² = a² + b² and finishes by algebra. `shoreRadius_mul_asymmetrySlope` multiplies by R:

R ∂q/∂a = (1 − q²)/2.

To first order, an error δa with b held fixed thus shifts q by (1 − q²)/2 times δa/R.

`tendsto_scaled_sensitivity` says that, at each fixed s > 0, this scaled sensitivity tends to −∞ as q → +∞. Given any bound M, take q ≥ 1 + 2|M|. Then q² ≥ q, so

(1 − q²)/2 ≤ (1 − q)/2 ≤ −|M| ≤ M.

The growth belongs to the scaled quantity. Since R = s(1 + q²), the bare slope ∂q/∂a approaches the finite value −1/(2s) in the same limit.

## Including the window resonance

A different model would admit q = 0 and take all pairs with s > 0 as the domain. The image would then be the (a, b) plane without the half-line a = 0, b ≥ 0, and the inverse would be better written with

q = a/(R − b).

This agrees with (R + b)/a when a ≠ 0 and gives q = 0 when a = 0 and b < 0. The model would cover symmetric dips, but its target set would be less simple than a ≠ 0. A symmetric peak, with a = 0 and b > 0, would still have no finite q with s > 0.
